# The excited populations that Gibbs-preserving stochastic matrices can reach on a qubit with Boltzmann ratio at most 1 form a closed interval

A two-level system exchanges energy with a heat bath that would leave its populations unchanged if they were already thermal. If the excited level starts with population p, which populations can one such interaction produce?

```lean
import Mathlib

open Matrix

namespace QubitGibbsPreserving

noncomputable section

/-- The populations of a qubit (ground level first) with excited population `p`. -/
def populations (p : ℝ) : Fin 2 → ℝ := ![1 - p, p]

/-- The Gibbs populations of a qubit with Boltzmann ratio `g`, for `g ≥ 0`. -/
def gibbs (g : ℝ) : Fin 2 → ℝ := ![1 / (1 + g), g / (1 + g)]

/-- A matrix of transition probabilities (from column to row) that leaves the Gibbs
populations unchanged. -/
structure IsGibbsPreserving (g : ℝ) (T : Matrix (Fin 2) (Fin 2) ℝ) : Prop where
  nonneg : ∀ i j, 0 ≤ T i j
  colSum : ∀ j, ∑ i, T i j = 1
  fixes : T *ᵥ gibbs g = gibbs g

/-- The excited populations that Gibbs-preserving stochastic matrices can produce from
the excited population `p`. -/
def reachable (g p : ℝ) : Set ℝ :=
  {q | ∃ T, IsGibbsPreserving g T ∧ T *ᵥ populations p = populations q}

/-- The transition matrix with decay probability `b` and excitation probability `g * b`. -/
def exchange (g b : ℝ) : Matrix (Fin 2) (Fin 2) ℝ :=
  !![1 - g * b, b; g * b, 1 - b]

/-- For `g ≥ 0`, a 2 by 2 matrix is stochastic and Gibbs-preserving exactly when it is `exchange g
b` for some `b` such that `b` and `g * b` are both probabilities. -/
theorem isGibbsPreserving_iff {g : ℝ} (hg : 0 ≤ g) (T : Matrix (Fin 2) (Fin 2) ℝ) :
    IsGibbsPreserving g T ↔ ∃ b, 0 ≤ b ∧ b ≤ 1 ∧ g * b ≤ 1 ∧ T = exchange g b := by
  have hne : 1 + g ≠ 0 := by positivity
  constructor
  · intro hT
    have c0 : T 0 0 + T 1 0 = 1 := by
      simpa [Fin.sum_univ_two] using hT.colSum 0
    have c1 : T 0 1 + T 1 1 = 1 := by
      simpa [Fin.sum_univ_two] using hT.colSum 1
    have h : T 1 0 * (1 / (1 + g)) + T 1 1 * (g / (1 + g)) = g / (1 + g) := by
      simpa [Matrix.mulVec, dotProduct, Fin.sum_univ_two, gibbs] using congrFun hT.fixes 1
    -- the fixed point gives detailed balance
    have h' : T 1 0 + T 1 1 * g = g := by
      field_simp at h
      linarith
    have e10 : T 1 0 = g * T 0 1 := by linear_combination h' - g * c1
    have e00 : T 0 0 = 1 - g * T 0 1 := by linarith
    have e11 : T 1 1 = 1 - T 0 1 := by linarith
    have n00 := hT.nonneg 0 0
    have n11 := hT.nonneg 1 1
    refine ⟨T 0 1, hT.nonneg 0 1, by linarith, by linarith, ?_⟩
    ext i j
    fin_cases i <;> fin_cases j <;> simp [exchange, e10, e00, e11]
  · rintro ⟨b, h0, h1, h2, rfl⟩
    have h3 : 0 ≤ g * b := mul_nonneg hg h0
    refine ⟨?_, ?_, ?_⟩
    · intro i j
      fin_cases i <;> fin_cases j <;> simp [exchange] <;> linarith
    · intro j
      fin_cases j <;> simp [exchange, Fin.sum_univ_two]
    · ext i
      fin_cases i <;>
        simp [exchange, gibbs, Matrix.mulVec, dotProduct, Fin.sum_univ_two] <;>
        field_simp <;> ring

/-- The matrix `exchange g b` moves the excited population from `p` towards `g * (1 - p)` by the
fraction `b` of their difference. -/
theorem exchange_mulVec (g b p : ℝ) :
    exchange g b *ᵥ populations p = populations (p + b * (g * (1 - p) - p)) := by
  ext i
  fin_cases i <;>
    simp [exchange, populations, Matrix.mulVec, dotProduct, Fin.sum_univ_two] <;> ring

/-- The reachable excited populations are parametrised by the decay probability `b`,
subject to `b` and `g * b` being probabilities. -/
theorem mem_reachable_iff {g : ℝ} (hg : 0 ≤ g) (p q : ℝ) :
    q ∈ reachable g p ↔
      ∃ b, 0 ≤ b ∧ b ≤ 1 ∧ g * b ≤ 1 ∧ q = p + b * (g * (1 - p) - p) := by
  constructor
  · rintro ⟨T, hT, hq⟩
    obtain ⟨b, h0, h1, h2, rfl⟩ := (isGibbsPreserving_iff hg T).1 hT
    rw [exchange_mulVec] at hq
    have h := congrFun hq 1
    exact ⟨b, h0, h1, h2, by simpa [populations] using h.symm⟩
  · rintro ⟨b, h0, h1, h2, rfl⟩
    exact ⟨exchange g b, (isGibbsPreserving_iff hg _).2 ⟨b, h0, h1, h2, rfl⟩,
      exchange_mulVec g b p⟩

/-- For Boltzmann ratio `g` between 0 and 1, the excited populations reachable from `p`
form exactly the closed interval with endpoints `p` and `g * (1 - p)`. -/
theorem reachable_eq_interval {g : ℝ} (hg : 0 ≤ g) (hg1 : g ≤ 1) (p : ℝ) :
    reachable g p = Set.uIcc p (g * (1 - p)) := by
  ext q
  rw [mem_reachable_iff hg, ← segment_eq_uIcc, segment_eq_image']
  constructor
  · rintro ⟨b, h0, h1, _, rfl⟩
    exact ⟨b, ⟨h0, h1⟩, rfl⟩
  · rintro ⟨b, ⟨h0, h1⟩, rfl⟩
    -- for g ≤ 1 the excitation probability is automatically at most one
    exact ⟨b, h0, h1, by nlinarith, rfl⟩

/-- For Boltzmann ratio `g` between 0 and 1, the excited populations reachable from the ground state
are exactly those between 0 and `g`. -/
theorem reachable_from_ground {g : ℝ} (hg : 0 ≤ g) (hg1 : g ≤ 1) :
    reachable g 0 = Set.Icc 0 g := by
  rw [reachable_eq_interval hg hg1, sub_zero, mul_one, Set.uIcc_of_le hg]

/-- For Boltzmann ratio `g` between 0 and 1, the excited population `p` cannot be changed by any
Gibbs-preserving stochastic matrix exactly when it is the thermal population `g / (1 + g)`. -/
theorem reachable_eq_singleton_iff {g : ℝ} (hg : 0 ≤ g) (hg1 : g ≤ 1) (p : ℝ) :
    reachable g p = {p} ↔ p = g / (1 + g) := by
  have hne : 1 + g ≠ 0 := by positivity
  rw [reachable_eq_interval hg hg1, eq_div_iff hne]
  constructor
  · intro h
    have hmem : g * (1 - p) ∈ Set.uIcc p (g * (1 - p)) := Set.right_mem_uIcc
    rw [h, Set.mem_singleton_iff] at hmem
    linarith
  · intro h
    have h' : g * (1 - p) = p := by linarith
    rw [h', Set.uIcc_self]

/-- For a Boltzmann ratio above 1, the value `g * (1 - p)` is not reachable from any
excited population `p` other than the thermal one. -/
theorem endpoint_not_reachable {g p : ℝ} (hg : 1 < g) (hp : p ≠ g / (1 + g)) :
    g * (1 - p) ∉ reachable g p := by
  have hg0 : 0 ≤ g := by linarith
  have hne : 1 + g ≠ 0 := by positivity
  rw [mem_reachable_iff hg0]
  rintro ⟨b, _, _, h2, h⟩
  have hprod : (1 - b) * (g * (1 - p) - p) = 0 := by linear_combination h
  rcases mul_eq_zero.1 hprod with hb | hd
  · -- reaching the endpoint would require certain decay, hence g ≤ 1
    have hb1 : b = 1 := by linarith
    rw [hb1] at h2
    linarith
  · apply hp
    rw [eq_div_iff hne]
    linarith

end

end QubitGibbsPreserving
```

```lean
#print axioms QubitGibbsPreserving.reachable_eq_interval
-- 'QubitGibbsPreserving.reachable_eq_interval' depends on axioms: [propext, Classical.choice, Quot.sound]
#print axioms QubitGibbsPreserving.reachable_from_ground
-- 'QubitGibbsPreserving.reachable_from_ground' depends on axioms: [propext, Classical.choice, Quot.sound]
#print axioms QubitGibbsPreserving.reachable_eq_singleton_iff
-- 'QubitGibbsPreserving.reachable_eq_singleton_iff' depends on axioms: [propext, Classical.choice, Quot.sound]
#print axioms QubitGibbsPreserving.endpoint_not_reachable
-- 'QubitGibbsPreserving.endpoint_not_reachable' depends on axioms: [propext, Classical.choice, Quot.sound]
```

## The interval between p and g(1 − p)

Let g be the Boltzmann ratio, the thermal population of the excited level divided by that of the ground level. The theorem `reachable_eq_interval` says that for 0 ≤ g ≤ 1 the reachable excited populations are exactly the numbers between p and g(1 − p), endpoints included. It uses the unordered interval `Set.uIcc` because either endpoint may be the larger one.

Two consequences follow. From the ground state the reachable set is [0, g], and the reachable set is the single point p exactly when p is the thermal value g/(1 + g).

## Populations, one bath and detailed balance

For an energy gap ΔE ≥ 0 and a bath at a positive temperature, g = exp(−βΔE) lies in (0, 1], where 1/β is the Boltzmann constant times the temperature. The value g = 0, which the theorem also allows, is the zero-temperature limit for ΔE > 0.

`populations p` is the vector (1 − p, p), ground level first, and `gibbs g` is (1, g)/(1 + g). The theorem holds for every real p; physical populations have 0 ≤ p ≤ 1.

An interaction is a real 2 by 2 matrix whose entry `T i j` is the probability of going from level j to level i. `IsGibbsPreserving` requires non-negative entries, columns that sum to 1, and an unchanged Gibbs vector. The last condition is postulated: it expresses that a bath at a single temperature, with no work supplied, does not drive a system out of equilibrium with it.

For a qubit without coherences between its energy levels, the result limits how far one such step can cool or excite it. The matrices act on populations only, and no Hamiltonian or bath model that would realise them is constructed.

## One free parameter, the decay probability

Write b = T₀₁ for the decay probability and a = T₁₀ for the excitation probability. The column sums give T₀₀ = 1 − a and T₁₁ = 1 − b. The excited component of the fixed-point condition is

a/(1 + g) + (1 − b)g/(1 + g) = g/(1 + g).

Multiplying by 1 + g gives a + g − gb = g, hence detailed balance:

a = gb.

Since g ≥ 0, the entries are non-negative exactly when 0 ≤ b ≤ 1 and gb ≤ 1. Conversely, every such b gives a matrix that fixes the Gibbs vector, since its ground component becomes (1 − gb + bg)/(1 + g) = 1/(1 + g) and the column sums settle the other. This is `isGibbsPreserving_iff`; its `linear_combination` step is the elimination that yields a = gb, and the matrix is called `exchange g b`.

Acting on (1 − p, p), the matrix produces the excited population

q = gb(1 − p) + (1 − b)p = p + b(g(1 − p) − p),

which is `exchange_mulVec`. Together the two lemmas give `mem_reachable_iff`, a description of the reachable set by b alone.

If g ≤ 1, then gb ≤ 1 follows from b ≤ 1, so b runs over all of [0, 1] and q runs over the whole segment from p to g(1 − p). In Lean, `segment_eq_image'` writes the segment in this form, and `nlinarith` supplies gb ≤ 1.

The segment shrinks to a point when p = g(1 − p), that is, when p = g/(1 + g).

## Boltzmann ratios above 1

For g > 1 the excited level is the more populated one in the Gibbs vector, which for ΔE > 0 means a negative temperature. Reaching g(1 − p) would require

(1 − b)(g(1 − p) − p) = 0.

For non-thermal p this forces b = 1, and then gb ≤ 1 fails. That is `endpoint_not_reachable`.

The same parametrisation shows what replaces the interval, although the file does not state it: b now stops at 1/g, so the reachable set is the closed interval between p and 1 − p/g.

## The endpoint as a Metropolis step

In a Metropolis simulation of two levels that always proposes the other level, decay is accepted with probability 1 and excitation with probability g, for g ≤ 1. This is b = 1, and one step takes p to g(1 − p). A heat-bath update, which draws the new level from the Gibbs distribution, has b = 1/(1 + g) and reaches the thermal population in one step.

The Metropolis step generally overshoots that value:

g(1 − p) − g/(1 + g) = −g(p − g/(1 + g)).

The deviation from equilibrium changes sign and is multiplied by g. At g = 1 it therefore never decays under repeated steps, and the populations simply swap each time.
